# The tower of states of two coupled sublattice spins, and the zero staggered moment of its singlets

After an exact diagonalisation of a small antiferromagnet, one sorts the levels by total spin $s$, subtracts the lowest singlet energy and plots the lowest level of each $s$ against $s(s+1)$. Points near a straight line, with a slope that falls as the number of sites $N$ grows, are read as a sign of Néel order. The order is then measured through the square of the staggered moment, because the moment itself vanishes in a singlet.

The straight line and the vanishing moment can both be derived exactly in a finite model that keeps only two sublattice spins $\mathbf A$ and $\mathbf B$, with
$$H=\frac JN\,\mathbf A\cdot\mathbf B,\qquad \mathbf S=\mathbf A+\mathbf B .$$
This is the Heisenberg model in which every site of one sublattice couples equally to every site of the other. With short-range couplings the straight line is in general only approximate.

## Spins as triples of matrices

Operators are complex matrices whose rows and columns are labelled by a finite type `n`, so the state space has finite dimension. States are vectors `n → ℂ` and need not be normalised.

In Lean 4 with Mathlib:

```lean
import Mathlib

open Matrix
open scoped Kronecker

namespace TowerOfStates

noncomputable section

variable {n : Type*} [Fintype n] [DecidableEq n]
```

A spin is a triple of Hermitian matrices $S_0,S_1,S_2$, standing for $S_x,S_y,S_z$ in units of $\hbar$, with
$$[S_{k+1},S_{k+2}]=i\,S_k ,$$
where indices are taken modulo three. The triple may be reducible: a sublattice made of many sites contains several spin lengths.

```lean
/-- A spin: three Hermitian matrices with the cyclic relations `[S_x, S_y] = i S_z`
(in units of `ħ`), the components being numbered modulo three. -/
structure IsSpin (S : Fin 3 → Matrix n n ℂ) : Prop where
  herm : ∀ k, (S k).IsHermitian
  comm : ∀ k, S (k + 1) * S (k + 2) - S (k + 2) * S (k + 1) = Complex.I • S k
```

The two sublattices are distinct degrees of freedom, so $[A_i,B_j]=0$ for all $i,j$.

```lean
/-- Two sublattice spins, each component of one commuting with each component of the other. -/
structure IsSpinPair (A B : Fin 3 → Matrix n n ℂ) : Prop where
  left : IsSpin A
  right : IsSpin B
  comm : ∀ i j, A i * B j = B j * A i
```

The scalar product is $\mathbf A\cdot\mathbf B=\sum_i A_iB_i$, and $\mathbf S^2$ is `spinDot S S`.

```lean
/-- The scalar product `A·B` of two vector operators. -/
def spinDot (A B : Fin 3 → Matrix n n ℂ) : Matrix n n ℂ := ∑ i, A i * B i
```

The coupling $J$ is real and of either sign; $J>0$ is antiferromagnetic. The factor $1/N$ keeps the energy proportional to $N$ when the sublattice spins grow with the lattice. In the code `N` is any positive integer, not tied to the sizes of the spins.

```lean
/-- The Hamiltonian `H = (J/N) A·B` of two coupled sublattice spins, for a positive number `N`
of sites. -/
def hamiltonian (J : ℝ) (N : ℕ+) (A B : Fin 3 → Matrix n n ℂ) : Matrix n n ℂ :=
  ((J / (N : ℕ) : ℝ) : ℂ) • spinDot A B
```

## The total spin and its square

The sum of the two spins obeys the same algebra:
$$[S_{k+1},S_{k+2}]=iA_k+iB_k+[A_{k+1},B_{k+2}]+[B_{k+1},A_{k+2}]=iS_k .$$
The proof hands these four relations to `linear_combination`, and `noncomm_ring` checks the remaining algebra without reordering products.

```lean
/-- The sum of two commuting spins is again a spin. -/
theorem IsSpinPair.total {A B : Fin 3 → Matrix n n ℂ} (h : IsSpinPair A B) :
    IsSpin (A + B) where
  herm k := (h.left.herm k).add (h.right.herm k)
  comm k := by
    simp only [Pi.add_apply]
    linear_combination (norm := (simp only [smul_add]; noncomm_ring))
      h.left.comm k + h.right.comm k + h.comm (k + 1) (k + 2) - h.comm (k + 2) (k + 1)
```

For any spin, $\mathbf S^2$ commutes with each component. For $k=0$,
$$[S_0,\mathbf S^2]=[S_0,S_1]S_1+S_1[S_0,S_1]+[S_0,S_2]S_2+S_2[S_0,S_2].$$
With $[S_0,S_1]=iS_2$ and $[S_0,S_2]=-iS_1$ this becomes
$$i(S_2S_1+S_1S_2)-i(S_1S_2+S_2S_1)=0 .$$
The other two components follow cyclically, and the code treats the three cases in turn.

```lean
/-- The square of a spin commutes with each of its components. -/
theorem IsSpin.commute_sq {S : Fin 3 → Matrix n n ℂ} (h : IsSpin S) (k : Fin 3) :
    Commute (S k) (spinDot S S) := by
  have h0 : S 1 * S 2 - S 2 * S 1 = Complex.I • S 0 := h.comm 0
  have h1 : S 2 * S 0 - S 0 * S 2 = Complex.I • S 1 := h.comm 1
  have h2 : S 0 * S 1 - S 1 * S 0 = Complex.I • S 2 := h.comm 2
  rw [commute_iff_eq]
  simp only [spinDot, Fin.sum_univ_three]
  fin_cases k
  · change S 0 * _ = _ * S 0
    linear_combination (norm := (simp only [smul_mul_assoc, mul_smul_comm]; noncomm_ring))
      h2 * S 1 + S 1 * h2 - h1 * S 2 - S 2 * h1
  · change S 1 * _ = _ * S 1
    linear_combination (norm := (simp only [smul_mul_assoc, mul_smul_comm]; noncomm_ring))
      h0 * S 2 + S 2 * h0 - h2 * S 0 - S 0 * h2
  · change S 2 * _ = _ * S 2
    linear_combination (norm := (simp only [smul_mul_assoc, mul_smul_comm]; noncomm_ring))
      h1 * S 0 + S 0 * h1 - h0 * S 1 - S 1 * h0
```

## The Hamiltonian in terms of squares

Expanding the square and using $B_iA_i=A_iB_i$,
$$\mathbf S^2=\mathbf A^2+\mathbf B^2+\sum_i(A_iB_i+B_iA_i)=\mathbf A^2+\mathbf B^2+2\,\mathbf A\cdot\mathbf B ,$$
so that
$$H=\frac{J}{2N}\left(\mathbf S^2-\mathbf A^2-\mathbf B^2\right).$$
The identity `key` is the expansion; the rest collects the prefactors.

```lean
/-- For commuting sublattice spins with sum `S`, `H = (J/2N) (S² - A² - B²)`. -/
theorem IsSpinPair.hamiltonian_eq {A B : Fin 3 → Matrix n n ℂ} (h : IsSpinPair A B)
    (J : ℝ) (N : ℕ+) :
    hamiltonian J N A B = ((J / (2 * (N : ℕ)) : ℝ) : ℂ) •
      (spinDot (A + B) (A + B) - spinDot A A - spinDot B B) := by
  have key : spinDot (A + B) (A + B) - spinDot A A - spinDot B B = (2 : ℂ) • spinDot A B := by
    simp only [spinDot, Fin.sum_univ_three, Pi.add_apply, two_smul]
    linear_combination (norm := noncomm_ring) -h.comm 0 0 - h.comm 1 1 - h.comm 2 2
  rw [hamiltonian, key, smul_smul]
  congr 1
  push_cast
  ring
```

Rotation invariance follows term by term. $S_k$ commutes with $\mathbf S^2$ by the previous result. It commutes with $\mathbf A^2$ because $A_k$ does, as a component of the same spin, and $B_k$ does, as an operator on the other sublattice. The same holds for $\mathbf B^2$. Hence $[S_k,H]=0$, which is why a code may diagonalise $H$ separately in each sector of fixed $S_z$.

```lean
/-- For commuting sublattice spins, every component of the total spin commutes with `H`. -/
theorem IsSpinPair.commute_hamiltonian {A B : Fin 3 → Matrix n n ℂ} (h : IsSpinPair A B)
    (J : ℝ) (N : ℕ+) (k : Fin 3) : Commute ((A + B) k) (hamiltonian J N A B) := by
  -- each sublattice square commutes with both sublattice spins
  have hBA : Commute (B k) (spinDot A A) := Commute.sum_right _ _ _ fun i _ =>
    Commute.mul_right (h.comm i k).symm (h.comm i k).symm
  have hAB : Commute (A k) (spinDot B B) := Commute.sum_right _ _ _ fun i _ =>
    Commute.mul_right (h.comm k i) (h.comm k i)
  have hA : Commute ((A + B) k) (spinDot A A) := (h.left.commute_sq k).add_left hBA
  have hB : Commute ((A + B) k) (spinDot B B) := hAB.add_left (h.right.commute_sq k)
  rw [h.hamiltonian_eq]
  exact (((h.total.commute_sq k).sub_right hA).sub_right hB).smul_right _
```

## Energies at fixed sublattice spins

Let $\psi$ satisfy $\mathbf A^2\psi=a(a+1)\psi$, $\mathbf B^2\psi=b(b+1)\psi$ and $\mathbf S^2\psi=s(s+1)\psi$. Letting each of the three squares in $H$ act on $\psi$ gives
$$H\psi=\frac{J}{2N}\bigl[s(s+1)-a(a+1)-b(b+1)\bigr]\psi .$$
The labels $a,b,s$ are real numbers that enter only through these eigenvalue equations. Which values occur, and how often, is the separate question of adding angular momenta.

```lean
/-- For commuting sublattice spins, a state with sublattice spins `a`, `b` and total spin `s` has
energy `(J/2N) (s(s+1) - a(a+1) - b(b+1))`. -/
theorem IsSpinPair.energy {A B : Fin 3 → Matrix n n ℂ} (h : IsSpinPair A B)
    (J : ℝ) (N : ℕ+) {a b s : ℝ} {ψ : n → ℂ}
    (ha : spinDot A A *ᵥ ψ = ((a * (a + 1) : ℝ) : ℂ) • ψ)
    (hb : spinDot B B *ᵥ ψ = ((b * (b + 1) : ℝ) : ℂ) • ψ)
    (hs : spinDot (A + B) (A + B) *ᵥ ψ = ((s * (s + 1) : ℝ) : ℂ) • ψ) :
    hamiltonian J N A B *ᵥ ψ =
      ((J / (2 * (N : ℕ)) * (s * (s + 1) - a * (a + 1) - b * (b + 1)) : ℝ) : ℂ) • ψ := by
  rw [h.hamiltonian_eq, Matrix.smul_mulVec, Matrix.sub_mulVec, Matrix.sub_mulVec, hs, ha, hb]
  push_cast
  module
```

Now take a reference state $\varphi\neq0$ with the same $a$ and $b$, total spin $s_0$ and energy $E_0$. The energy formula fixes
$$E_0=\frac{J}{2N}\bigl[s_0(s_0+1)-a(a+1)-b(b+1)\bigr],$$
and subtraction removes the sublattice terms:
$$E_s=E_0+\frac{J}{2N}\bigl[s(s+1)-s_0(s_0+1)\bigr].$$
With a singlet as reference, $s_0=0$, the levels lie $Js(s+1)/(2N)$ above it for $J>0$. These include the levels of the plot when each sublattice holds $N/2$ spins one-half: for $J>0$ the energy at given $s$ is lowest for the largest $a$ and $b$, and $a=b=N/4$ allows every $s$ from $0$ to $N/2$, by the rules for adding angular momenta (not proved here). The lowest levels of all $s$ therefore share one sector. The condition $\varphi\ne0$ is needed because the zero vector satisfies $H\varphi=E_0\varphi$ for every $E_0$. In the proof, `e` equates the two expressions for the reference energy.

```lean
/-- The tower of states: for commuting sublattice spins of fixed sizes `a` and `b`, if a nonzero
state of total spin `s₀` has energy `E₀`, then a state of total spin `s` has energy
`E₀ + (J/2N) (s(s+1) - s₀(s₀+1))`. -/
theorem IsSpinPair.tower {A B : Fin 3 → Matrix n n ℂ} (h : IsSpinPair A B)
    (J : ℝ) (N : ℕ+) {a b s s₀ E₀ : ℝ} {ψ φ : n → ℂ} (hφ : φ ≠ 0)
    (haφ : spinDot A A *ᵥ φ = ((a * (a + 1) : ℝ) : ℂ) • φ)
    (hbφ : spinDot B B *ᵥ φ = ((b * (b + 1) : ℝ) : ℂ) • φ)
    (hsφ : spinDot (A + B) (A + B) *ᵥ φ = ((s₀ * (s₀ + 1) : ℝ) : ℂ) • φ)
    (hE : hamiltonian J N A B *ᵥ φ = (E₀ : ℂ) • φ)
    (ha : spinDot A A *ᵥ ψ = ((a * (a + 1) : ℝ) : ℂ) • ψ)
    (hb : spinDot B B *ᵥ ψ = ((b * (b + 1) : ℝ) : ℂ) • ψ)
    (hs : spinDot (A + B) (A + B) *ᵥ ψ = ((s * (s + 1) : ℝ) : ℂ) • ψ) :
    hamiltonian J N A B *ᵥ ψ =
      ((E₀ + J / (2 * (N : ℕ)) * (s * (s + 1) - s₀ * (s₀ + 1)) : ℝ) : ℂ) • ψ := by
  -- the reference state fixes the common offset of the sector
  have e := smul_left_injective ℂ hφ (hE.symm.trans (h.energy J N haφ hbφ hsφ))
  rw [h.energy J N ha hb hs]
  congr 1
  push_cast at e ⊢
  linear_combination -e
```

Take four spin-one-half sites, two on each sublattice, with both pairs in their triplets: $N=4$ and $a=b=1$. Then $E_s=\frac J8[s(s+1)-4]$, so
$$E_0=-\frac J2,\qquad E_1=-\frac J4,\qquad E_2=\frac J4 .$$
The distances from the singlet are $J/4$ and $3J/4$, in the ratio $2:6$ of $s(s+1)$.

The formula describes one finite system at a time. Spontaneous symmetry breaking concerns the limit of large $N$, where levels of fixed $s$ close up as $1/N$; that limit is not treated here.

## The staggered moment in a singlet

Write $\mathbf D=\mathbf A-\mathbf B$ for the staggered spin. It rotates as a vector under $\mathbf S$; the part of this used below is the cyclic relation
$$[S_{k+1},D_{k+2}]=[A_{k+1},A_{k+2}]-[B_{k+1},B_{k+2}]=i(A_k-B_k)=iD_k ,$$
since the mixed commutators vanish.

```lean
/-- For commuting sublattice spins, the staggered spin `A - B` satisfies
`[S_x, (A - B)_y] = i (A - B)_z` and cyclically, with `S = A + B`. -/
theorem IsSpinPair.staggered_comm {A B : Fin 3 → Matrix n n ℂ} (h : IsSpinPair A B)
    (k : Fin 3) : (A + B) (k + 1) * (A - B) (k + 2) - (A - B) (k + 2) * (A + B) (k + 1) =
      Complex.I • (A - B) k := by
  simp only [Pi.add_apply, Pi.sub_apply]
  linear_combination (norm := (simp only [smul_sub]; noncomm_ring))
    h.left.comm k - h.right.comm k - h.comm (k + 1) (k + 2) - h.comm (k + 2) (k + 1)
```

Suppose $S_k\psi=0$ for all $k$. For Hermitian components this is the same as $\mathbf S^2\psi=0$, because $\langle\psi|\mathbf S^2|\psi\rangle=\sum_k\|S_k\psi\|^2$. Since $S_{k+1}$ is Hermitian, it also annihilates the bra, $\langle\psi|S_{k+1}=0$. Therefore
$$i\langle\psi|D_k|\psi\rangle=\langle\psi|S_{k+1}D_{k+2}|\psi\rangle-\langle\psi|D_{k+2}S_{k+1}|\psi\rangle=0 .$$
In the code the expectation is `star ψ ⬝ᵥ ((A - B) k *ᵥ ψ)`, and `hv` is the statement about the bra. Taking `k = 2` gives $\langle A_z-B_z\rangle=0$. The Hamiltonian plays no part, so the result holds for any singlet, whether or not it is an eigenstate.

```lean
/-- For commuting sublattice spins, a state annihilated by the total spin has zero expectation of
every component of the staggered spin `A - B`. -/
theorem IsSpinPair.staggered_expectation {A B : Fin 3 → Matrix n n ℂ} (h : IsSpinPair A B)
    {ψ : n → ℂ} (hψ : ∀ k, (A + B) k *ᵥ ψ = 0) (k : Fin 3) :
    star ψ ⬝ᵥ ((A - B) k *ᵥ ψ) = 0 := by
  -- the total spin also annihilates the bra
  have hv := congrArg star (hψ (k + 1))
  rw [Matrix.star_mulVec, (h.total.herm (k + 1)).eq, star_zero] at hv
  have e : star ψ ⬝ᵥ ((Complex.I • (A - B) k) *ᵥ ψ) = 0 := by
    rw [← h.staggered_comm k, Matrix.sub_mulVec, ← Matrix.mulVec_mulVec,
      ← Matrix.mulVec_mulVec, hψ (k + 1), Matrix.mulVec_zero, sub_zero,
      Matrix.dotProduct_mulVec, hv, zero_dotProduct]
  rw [Matrix.smul_mulVec, dotProduct_smul, smul_eq_mul] at e
  exact (mul_eq_zero.mp e).resolve_left Complex.I_ne_zero
```

The square behaves differently. The mixed terms cancel in the sum of
$$\mathbf D^2+\mathbf S^2=2\mathbf A^2+2\mathbf B^2 ,$$
and $\mathbf S^2\psi=0$. If $\psi$ also has definite sublattice spins $a$ and $b$, as in the energy formula, then
$$\mathbf D^2\psi=\bigl[2a(a+1)+2b(b+1)\bigr]\psi .$$
When such a $\psi$ is normalised, the bracket is the expectation value of $\mathbf D^2$. It is positive unless both sublattice spins have length zero. In the four-site example it equals $8$, while every component of $\mathbf D$ averages to zero. This is why a diagonalisation code evaluates $\langle\mathbf D^2\rangle$: printing $\langle D_z\rangle$ in a singlet tests the symmetry of the eigenvector and says nothing about order. A positive $\langle\mathbf D^2\rangle$ in one finite system is not yet order either; what counts is whether $\langle\mathbf D^2\rangle/N^2$ stays away from zero as $N$ grows. In the present model with $a=b=N/4$ it equals $\frac14+\frac1N$ in the singlet, so it does.

The parallelogram identity holds for any matrices, so this theorem does not assume that $\mathbf A$ and $\mathbf B$ are commuting spins.

```lean
/-- For any triples of matrices `A` and `B`: if every component of `A + B` annihilates `ψ`, and
`A²ψ = a(a+1)ψ` and `B²ψ = b(b+1)ψ`, then `(A - B)²ψ = (2a(a+1) + 2b(b+1))ψ`. -/
theorem staggered_sq {A B : Fin 3 → Matrix n n ℂ} {a b : ℝ} {ψ : n → ℂ}
    (hψ : ∀ k, (A + B) k *ᵥ ψ = 0)
    (ha : spinDot A A *ᵥ ψ = ((a * (a + 1) : ℝ) : ℂ) • ψ)
    (hb : spinDot B B *ᵥ ψ = ((b * (b + 1) : ℝ) : ℂ) • ψ) :
    spinDot (A - B) (A - B) *ᵥ ψ =
      ((2 * (a * (a + 1)) + 2 * (b * (b + 1)) : ℝ) : ℂ) • ψ := by
  have hS : spinDot (A + B) (A + B) *ᵥ ψ = 0 := by
    rw [spinDot, Fin.sum_univ_three, Matrix.add_mulVec, Matrix.add_mulVec,
      ← Matrix.mulVec_mulVec, ← Matrix.mulVec_mulVec, ← Matrix.mulVec_mulVec,
      hψ 0, hψ 1, hψ 2]
    simp only [Matrix.mulVec_zero, add_zero]
  -- parallelogram identity
  have key : spinDot (A - B) (A - B) =
      spinDot A A + spinDot A A + (spinDot B B + spinDot B B) - spinDot (A + B) (A + B) := by
    simp only [spinDot, Fin.sum_univ_three, Pi.add_apply, Pi.sub_apply]
    noncomm_ring
  rw [key, Matrix.sub_mulVec, Matrix.add_mulVec, Matrix.add_mulVec, Matrix.add_mulVec, hS, ha, hb]
  push_cast
  module
```

## Two spins one-half

The smallest antiferromagnetic example has one spin one-half on each sublattice, given by half the Pauli matrices.

```lean
/-- The spin one-half matrices. -/
def spinHalf : Fin 3 → Matrix (Fin 2) (Fin 2) ℂ :=
  ![!![0, 1 / 2; 1 / 2, 0], !![0, -(Complex.I / 2); Complex.I / 2, 0], !![1 / 2, 0; 0, -(1 / 2)]]
```

On the product space the first spin acts as $s_k\otimes1$,

```lean
/-- The first of two spins one-half. -/
def siteA (k : Fin 3) : Matrix (Fin 2 × Fin 2) (Fin 2 × Fin 2) ℂ := spinHalf k ⊗ₖ 1
```

and the second as $1\otimes s_k$.

```lean
/-- The second of two spins one-half. -/
def siteB (k : Fin 3) : Matrix (Fin 2 × Fin 2) (Fin 2 × Fin 2) ℂ := 1 ⊗ₖ spinHalf k
```

The spin relations for the $2\times2$ matrices are checked entry by entry.

```lean
/-- The spin one-half matrices form a spin. -/
theorem spinHalf_isSpin : IsSpin spinHalf where
  herm k := by
    change (spinHalf k)ᴴ = spinHalf k
    ext i j
    fin_cases k <;> fin_cases i <;> fin_cases j <;>
      simp [spinHalf, Matrix.conjTranspose_apply, neg_div]
  comm k := by
    ext i j
    fin_cases k <;> fin_cases i <;> fin_cases j <;>
      simp [spinHalf, Complex.ext_iff] <;> norm_num
```

They carry over to each factor of the product, and operators on different factors commute. With index 0 for $\uparrow$ and 1 for $\downarrow$, the vector below is $\uparrow\downarrow-\downarrow\uparrow$, which has norm $\sqrt2$; the normalised singlet is this vector divided by $\sqrt2$. It is nonzero, and each component of $\mathbf S$ sends it to zero, so the theorem on the staggered moment applies to an actual state. For $N=2$ the energy formula gives $-3J/8$ for the singlet and $J/8$ for the triplet, and $\mathbf D^2=3$ in the singlet.

```lean
/-- Two spins one-half form a pair of commuting spins, and the nonzero vector `↑↓ - ↓↑` is
annihilated by their sum. -/
theorem isSpinPair_witness : IsSpinPair siteA siteB ∧
    (fun p : Fin 2 × Fin 2 => (!![0, 1; -1, 0] : Matrix (Fin 2) (Fin 2) ℂ) p.1 p.2) ≠ 0 ∧
    ∀ k, (siteA + siteB) k *ᵥ
      (fun p : Fin 2 × Fin 2 => (!![0, 1; -1, 0] : Matrix (Fin 2) (Fin 2) ℂ) p.1 p.2) = 0 := by
  refine ⟨⟨⟨fun k => ?_, fun k => ?_⟩, ⟨fun k => ?_, fun k => ?_⟩, fun i j => ?_⟩, ?_, ?_⟩
  · change (spinHalf k ⊗ₖ (1 : Matrix (Fin 2) (Fin 2) ℂ))ᴴ = spinHalf k ⊗ₖ 1
    rw [Matrix.conjTranspose_kronecker, (spinHalf_isSpin.herm k).eq, Matrix.conjTranspose_one]
  · simp only [siteA, ← Matrix.mul_kronecker_mul, mul_one]
    ext ⟨i, j⟩ ⟨i', j'⟩
    have e := congrFun (congrFun (spinHalf_isSpin.comm k) i) i'
    simp only [Matrix.sub_apply, Matrix.smul_apply, smul_eq_mul, Matrix.kroneckerMap_apply] at e ⊢
    linear_combination (1 : Matrix (Fin 2) (Fin 2) ℂ) j j' * e
  · change ((1 : Matrix (Fin 2) (Fin 2) ℂ) ⊗ₖ spinHalf k)ᴴ = 1 ⊗ₖ spinHalf k
    rw [Matrix.conjTranspose_kronecker, (spinHalf_isSpin.herm k).eq, Matrix.conjTranspose_one]
  · simp only [siteB, ← Matrix.mul_kronecker_mul, mul_one]
    ext ⟨i, j⟩ ⟨i', j'⟩
    have e := congrFun (congrFun (spinHalf_isSpin.comm k) j) j'
    simp only [Matrix.sub_apply, Matrix.smul_apply, smul_eq_mul, Matrix.kroneckerMap_apply] at e ⊢
    linear_combination (1 : Matrix (Fin 2) (Fin 2) ℂ) i i' * e
  · simp only [siteA, siteB, ← Matrix.mul_kronecker_mul, mul_one, one_mul]
  · intro h0
    have e := congrFun h0 (0, 1)
    simp at e
  · intro k
    ext ⟨i, j⟩
    fin_cases k <;> fin_cases i <;> fin_cases j <;>
      simp [siteA, siteB, spinHalf, Matrix.mulVec, dotProduct, Fintype.sum_prod_type,
        Fin.sum_univ_two, Matrix.kroneckerMap_apply, Matrix.one_apply]

end

end TowerOfStates
```

```lean
#print axioms TowerOfStates.IsSpinPair.commute_hamiltonian
#print axioms TowerOfStates.IsSpinPair.tower
#print axioms TowerOfStates.IsSpinPair.staggered_expectation
#print axioms TowerOfStates.staggered_sq
```

```
'TowerOfStates.IsSpinPair.commute_hamiltonian' depends on axioms: [propext, Classical.choice, Quot.sound]
'TowerOfStates.IsSpinPair.tower' depends on axioms: [propext, Classical.choice, Quot.sound]
'TowerOfStates.IsSpinPair.staggered_expectation' depends on axioms: [propext, Classical.choice, Quot.sound]
'TowerOfStates.staggered_sq' depends on axioms: [propext, Classical.choice, Quot.sound]
```
